# The virtual-crystal valley coupling never exceeds the rms coupling for independently occupied alloy sites

Replace the random germanium atoms around a silicon quantum dot by their average concentration, and the computed valley splitting can come out close to zero. Each atom couples the two low-lying conduction-band valleys with its own phase, and in a smooth concentration profile these phases nearly cancel. In an actual dot each site either holds a germanium atom or does not, so the cancellation is generally incomplete. When sites are occupied independently and each atom contributes a fixed amplitude, the mean squared coupling that the averaging discards has a closed form.

## Splitting the mean square into average and disorder

Call a site occupied if it holds a germanium atom and empty if it holds silicon. Let site $j$ be occupied with probability $x_j$, independently of the others, and let $c_j$ be the complex intervalley amplitude of a germanium atom there, relative to silicon. The silicon host itself is taken to contribute no coupling. A configuration is the set $s$ of occupied sites, with occupation numbers $n_j(s)\in\{0,1\}$ and weight

$$w(s)=\prod_{j\in s}x_j\prod_{j\notin s}(1-x_j).$$

Its coupling is $\Delta(s)=\sum_j n_j(s)c_j$. The virtual-crystal coupling is $\Delta_0=\sum_j x_jc_j$. Writing $\langle\cdot\rangle$ for the average with weights $w(s)$, the claim is

$$\langle|\Delta|^2\rangle=|\Delta_0|^2+\sum_j x_j(1-x_j)|c_j|^2 .$$

For any set $T$ of sites, summing the weights of the configurations that contain $T$ gives

$$\sum_{s\supseteq T}w(s)=\prod_{j\in T}x_j\prod_{j\notin T}\bigl(x_j+(1-x_j)\bigr)=\prod_{j\in T}x_j .$$

The choice $T=\emptyset$ shows that the weights sum to one, and $T=\{j\}$ gives $\langle n_j\rangle=x_j$. For $j\neq k$, $T=\{j,k\}$ gives $\langle n_jn_k\rangle=x_jx_k$. For $j=k$, $n_j^2=n_j$ gives $\langle n_j^2\rangle=x_j=x_j^2+x_j(1-x_j)$. Together,

$$\langle n_jn_k\rangle=x_jx_k+\delta_{jk}\,x_j(1-x_j).$$

By linearity $\langle\Delta\rangle=\Delta_0$. Expanding the squared modulus and inserting the pair correlation,

$$\langle|\Delta|^2\rangle=\sum_{j,k}\langle n_jn_k\rangle\,\mathrm{Re}(c_jc_k^*)
=\sum_{j,k}x_jx_k\,\mathrm{Re}(c_jc_k^*)+\sum_jx_j(1-x_j)|c_j|^2,$$

and the first sum on the right is $|\Delta_0|^2$. The spread about the virtual crystal follows:

$$\langle|\Delta-\Delta_0|^2\rangle=\langle|\Delta|^2\rangle-2\,\mathrm{Re}(\Delta_0^*\langle\Delta\rangle)+|\Delta_0|^2=\sum_jx_j(1-x_j)|c_j|^2 .$$

For $0\le x_j\le1$ every term of this sum is nonnegative, so $|\Delta_0|\le\sqrt{\langle|\Delta|^2\rangle}$. Equality requires every term to vanish, which means that each site has $c_j=0$, $x_j=0$ or $x_j=1$.

With a single site, $|\Delta_0|=x|c|$ and the rms coupling is $\sqrt{x}\,|c|$. Two sites with amplitudes $c$ and $-c$, each half occupied, show the cancellation: $\Delta_0=0$, while the rms coupling is $|c|/\sqrt2$.

In an effective-mass calculation for a dot, $c_j$ is typically the scattering strength of a germanium atom relative to silicon, times the envelope density at site $j$ and a phase $e^{-2ik_0z_j}$, where $\pm k_0$ are the valley positions along the growth direction and $z_j$ is the height of the site. The concentration profile supplies $x_j$. One sum over sites gives $\Delta_0$ and a second gives the disorder term. In a two-valley Hamiltonian with equal diagonal entries the splitting is $2|\Delta|$, so its mean square is four times the result above. Applying this to a device assumes that the envelope, and with it every $c_j$, stays the same from one configuration to the next.

## Sites, weights and couplings in Lean

The sites form a finite type `ι`. Occupation probabilities are a function `x : ι → ℝ`, and amplitudes a function `c : ι → ℂ`.

```lean
import Mathlib

open Finset

namespace AlloyValleyCoupling

noncomputable section

variable {ι : Type*} [Fintype ι]
```

The virtual-crystal coupling $\Delta_0$ is defined directly as a sum.

```lean
/-- The virtual-crystal intervalley coupling: each site contributes its amplitude `c j`
multiplied by its occupation probability `x j`. -/
def virtualCrystal (x : ι → ℝ) (c : ι → ℂ) : ℂ := ∑ j, (x j : ℂ) * c j
```

The double-sum expansion is stated for arbitrary real coefficients `u`, so that it serves both for $n_j(s)$ and for $x_j$. The bracket with real and imaginary parts is $\mathrm{Re}(c_jc_k^*)$.

```lean
/-- The squared modulus of a sum of complex amplitudes with real coefficients is a double sum
over pairs of sites. -/
theorem norm_sq_superposition (u : ι → ℝ) (c : ι → ℂ) :
    ‖∑ j, (u j : ℂ) * c j‖ ^ 2 =
      ∑ j, ∑ k, u j * u k * ((c j).re * (c k).re + (c j).im * (c k).im) := by
  rw [Complex.sq_norm, Complex.normSq_apply, Complex.re_sum, Complex.im_sum,
    Finset.sum_mul_sum, Finset.sum_mul_sum, ← Finset.sum_add_distrib]
  refine Finset.sum_congr rfl fun j _ => ?_
  rw [← Finset.sum_add_distrib]
  refine Finset.sum_congr rfl fun k _ => ?_
  simp only [Complex.re_ofReal_mul, Complex.im_ofReal_mul]
  ring
```

Independence enters through the product form of the weight; `sᶜ` is the set of empty sites.

```lean
variable [DecidableEq ι]

/-- The weight of the alloy configuration whose occupied sites form the set `s`, when site `j`
is occupied independently with probability `x j`. -/
def weight (x : ι → ℝ) (s : Finset ι) : ℝ := (∏ j ∈ s, x j) * ∏ j ∈ sᶜ, (1 - x j)
```

The average is a finite weighted sum, written with scalar multiplication `•` so that it applies to real and complex quantities alike.

```lean
/-- The alloy average of a real or complex quantity over all configurations. -/
def mean {E : Type*} [AddCommGroup E] [Module ℝ E] (x : ι → ℝ) (f : Finset ι → E) : E :=
  ∑ s, weight x s • f s
```

The next two definitions are $n_j(s)$ and $\Delta(s)$.

```lean
/-- The occupation number of site `j`: one if it is occupied, zero if not. -/
def occupation (s : Finset ι) (j : ι) : ℝ := if j ∈ s then 1 else 0

/-- The intervalley coupling of a configuration: the sum of `c j` over the occupied sites. -/
def coupling (c : ι → ℂ) (s : Finset ι) : ℂ := ∑ j, (occupation s j : ℂ) * c j
```

The rms coupling is the square root of the averaged squared modulus.

```lean
/-- The root-mean-square intervalley coupling of the random alloy. -/
def rmsCoupling (x : ι → ℝ) (c : ι → ℂ) : ℝ :=
  √(mean x fun s => ‖coupling c s‖ ^ 2)
```

## Occupation statistics

The probability that all sites of `T` are occupied comes from `Finset.prod_add`, which expands a product of two-term factors over subsets. The proof replaces the "empty" term $1-x_j$ by zero on `T`. Configurations that miss a site of `T` then drop out, while the others keep their weight.

```lean
/-- The sites of a set `T` are all occupied with probability equal to the product of their
occupation probabilities. -/
theorem mean_allOccupied (x : ι → ℝ) (T : Finset ι) :
    mean x (fun s => if T ⊆ s then (1 : ℝ) else 0) = ∏ j ∈ T, x j := by
  -- expand a product in which the sites of `T` are not allowed to be empty
  have h := Finset.prod_add x (fun j => if j ∈ T then (0 : ℝ) else 1 - x j) Finset.univ
  rw [Finset.powerset_univ] at h
  have hl : ∏ j, (x j + if j ∈ T then (0 : ℝ) else 1 - x j) = ∏ j ∈ T, x j := by
    rw [← Finset.prod_subset (Finset.subset_univ T)
      (f := fun j => x j + if j ∈ T then (0 : ℝ) else 1 - x j)]
    · exact Finset.prod_congr rfl fun j hj => by simp [hj]
    · intro j _ hj
      simp [hj]
  rw [← hl]
  refine Eq.trans ?_ h.symm
  unfold mean weight
  refine Finset.sum_congr rfl fun s _ => ?_
  rw [← Finset.compl_eq_univ_sdiff]
  by_cases hT : T ⊆ s
  · have e : ∏ j ∈ sᶜ, (if j ∈ T then (0 : ℝ) else 1 - x j) = ∏ j ∈ sᶜ, (1 - x j) :=
      Finset.prod_congr rfl fun j hj => if_neg fun h' => Finset.mem_compl.mp hj (hT h')
    simp only [if_pos hT, smul_eq_mul, mul_one, e]
  · obtain ⟨j, hjT, hjs⟩ := Finset.not_subset.mp hT
    have e : ∏ j ∈ sᶜ, (if j ∈ T then (0 : ℝ) else 1 - x j) = 0 :=
      Finset.prod_eq_zero (Finset.mem_compl.mpr hjs) (if_pos hjT)
    simp only [if_neg hT, smul_eq_mul, mul_zero, e]
```

The restriction $0\le x_j\le1$, written `x j ∈ Set.Icc (0 : ℝ) 1`, makes the weights nonnegative. Their sum is the case of empty `T`.

```lean
/-- For occupation probabilities between zero and one, the configuration weights are
nonnegative and sum to one. -/
theorem weight_probability (x : ι → ℝ) (hx : ∀ j, x j ∈ Set.Icc (0 : ℝ) 1) :
    (∀ s, 0 ≤ weight x s) ∧ ∑ s, weight x s = 1 := by
  constructor
  · intro s
    exact mul_nonneg (Finset.prod_nonneg fun j _ => (hx j).1)
      (Finset.prod_nonneg fun j _ => sub_nonneg.mpr (hx j).2)
  · simpa [mean] using mean_allOccupied x ∅
```

Sets of one and two sites give the mean occupation and the pair correlation. The latter proof separates `j = k`, where $n_j^2=n_j$, from distinct sites.

```lean
/-- The mean occupation number of site `j` is `x j`. -/
theorem mean_occupation (x : ι → ℝ) (j : ι) : mean x (fun s => occupation s j) = x j := by
  have h := mean_allOccupied x {j}
  simpa only [occupation, Finset.singleton_subset_iff, Finset.prod_singleton] using h

/-- The pair correlation of occupation numbers is the product of the probabilities, plus
`x j * (1 - x j)` when the two sites coincide. -/
theorem mean_occupation_pair (x : ι → ℝ) (j k : ι) :
    mean x (fun s => occupation s j * occupation s k) =
      x j * x k + if j = k then x j * (1 - x j) else 0 := by
  by_cases hjk : j = k
  · subst hjk
    have e : (fun s : Finset ι => occupation s j * occupation s j) =
        fun s => occupation s j := by
      funext s
      by_cases h : j ∈ s <;> simp [occupation, h]
    rw [e, mean_occupation, if_pos rfl]
    ring
  · have e : (fun s : Finset ι => occupation s j * occupation s k) =
        fun s => if ({j, k} : Finset ι) ⊆ s then (1 : ℝ) else 0 := by
      funext s
      by_cases h : j ∈ s <;> by_cases h' : k ∈ s <;>
        simp [occupation, Finset.insert_subset_iff, h, h']
    rw [e, mean_allOccupied, Finset.prod_pair hjk, if_neg hjk, add_zero]
```

## The mean square and the spread

Exchanging the sums over configurations and sites turns the mean coupling into a sum of mean occupations, each multiplied by the amplitude of its site.

```lean
/-- The alloy average of the complex intervalley coupling is the virtual-crystal coupling. -/
theorem mean_coupling (x : ι → ℝ) (c : ι → ℂ) :
    mean x (coupling c) = virtualCrystal x c := by
  simp only [mean, coupling, virtualCrystal, Finset.smul_sum]
  rw [Finset.sum_comm]
  refine Finset.sum_congr rfl fun j _ => ?_
  conv_rhs => rw [← mean_occupation x j]
  simp only [mean, smul_eq_mul, Complex.ofReal_sum, Complex.ofReal_mul, Finset.sum_mul,
    Complex.real_smul, mul_assoc]
```

In the main identity, `key` averages the double sum term by term. Inserting `mean_occupation_pair` then leaves the virtual-crystal double sum and a diagonal remainder. This identity, like the one for the spread, is algebraic and holds for all real `x`; it has its statistical meaning when the $x_j$ are probabilities.

```lean
/-- The mean squared modulus of the intervalley coupling is the squared virtual-crystal value
plus the sum of `x j * (1 - x j) * ‖c j‖ ^ 2` over the sites. -/
theorem mean_sq_coupling (x : ι → ℝ) (c : ι → ℂ) :
    mean x (fun s => ‖coupling c s‖ ^ 2) =
      ‖virtualCrystal x c‖ ^ 2 + ∑ j, x j * (1 - x j) * ‖c j‖ ^ 2 := by
  -- average the double sum over sites term by term
  have key : mean x (fun s => ‖coupling c s‖ ^ 2) =
      ∑ j, ∑ k, mean x (fun s => occupation s j * occupation s k) *
        ((c j).re * (c k).re + (c j).im * (c k).im) := by
    simp only [mean, coupling, norm_sq_superposition, smul_eq_mul, Finset.mul_sum,
      Finset.sum_mul]
    rw [Finset.sum_comm]
    refine Finset.sum_congr rfl fun j _ => ?_
    rw [Finset.sum_comm]
    refine Finset.sum_congr rfl fun k _ => Finset.sum_congr rfl fun s _ => ?_
    ring
  rw [key, virtualCrystal, norm_sq_superposition, ← Finset.sum_add_distrib]
  refine Finset.sum_congr rfl fun j _ => ?_
  -- only coinciding sites contribute beyond the virtual crystal
  simp only [mean_occupation_pair, add_mul, Finset.sum_add_distrib, ite_mul, zero_mul,
    Finset.sum_ite_eq, Finset.mem_univ, if_true]
  rw [Complex.sq_norm, Complex.normSq_apply]
```

For the spread, `expand` writes out the squared deviation in real and imaginary parts. The two parts of `mean_coupling` evaluate the cross terms, and the total weight of one evaluates the constant term.

```lean
/-- The mean squared deviation of the intervalley coupling from its virtual-crystal value is
the sum of `x j * (1 - x j) * ‖c j‖ ^ 2` over the sites. -/
theorem mean_sq_deviation (x : ι → ℝ) (c : ι → ℂ) :
    mean x (fun s => ‖coupling c s - virtualCrystal x c‖ ^ 2) =
      ∑ j, x j * (1 - x j) * ‖c j‖ ^ 2 := by
  have hre := congrArg Complex.re (mean_coupling x c)
  have him := congrArg Complex.im (mean_coupling x c)
  have htot : ∑ s, weight x s = 1 := by simpa [mean] using mean_allOccupied x ∅
  have hsq := mean_sq_coupling x c
  simp only [mean, Complex.re_sum, Complex.smul_re, smul_eq_mul] at hre
  simp only [mean, Complex.im_sum, Complex.smul_im, smul_eq_mul] at him
  simp only [mean, smul_eq_mul] at hsq
  generalize virtualCrystal x c = b at *
  have expand : ∀ s, weight x s * ‖coupling c s - b‖ ^ 2 =
      weight x s * ‖coupling c s‖ ^ 2 - 2 * b.re * (weight x s * (coupling c s).re)
        - 2 * b.im * (weight x s * (coupling c s).im) + ‖b‖ ^ 2 * weight x s := by
    intro s
    simp only [Complex.sq_norm, Complex.normSq_apply, Complex.sub_re, Complex.sub_im]
    ring
  have hb : ‖b‖ ^ 2 = b.re * b.re + b.im * b.im := by
    rw [Complex.sq_norm, Complex.normSq_apply]
  simp only [mean, smul_eq_mul, expand, Finset.sum_add_distrib, Finset.sum_sub_distrib,
    ← Finset.mul_sum]
  rw [hre, him, htot, hsq]
  linear_combination 2 * hb
```

## The bound and its equality case

Here the range of `x` is a hypothesis. It makes the disorder sum nonnegative, and `Real.abs_le_sqrt` passes from squares to moduli.

```lean
/-- For occupation probabilities between zero and one, the modulus of the virtual-crystal
coupling never exceeds the root-mean-square coupling. -/
theorem virtualCrystal_le_rms (x : ι → ℝ) (c : ι → ℂ) (hx : ∀ j, x j ∈ Set.Icc (0 : ℝ) 1) :
    ‖virtualCrystal x c‖ ≤ rmsCoupling x c := by
  have hs : 0 ≤ ∑ j, x j * (1 - x j) * ‖c j‖ ^ 2 := Finset.sum_nonneg fun j _ =>
    mul_nonneg (mul_nonneg (hx j).1 (sub_nonneg.mpr (hx j).2)) (sq_nonneg _)
  refine (le_abs_self _).trans (Real.abs_le_sqrt ?_)
  rw [mean_sq_coupling]
  linarith
```

For equality, `hiff` reduces the statement to a vanishing disorder sum. A sum of nonnegative terms is zero only if each term is, and the factors of each term yield the three alternatives.

```lean
/-- For occupation probabilities between zero and one, the virtual-crystal modulus equals the
root-mean-square coupling exactly when every site with nonzero amplitude is surely empty or
surely occupied. -/
theorem virtualCrystal_eq_rms_iff (x : ι → ℝ) (c : ι → ℂ)
    (hx : ∀ j, x j ∈ Set.Icc (0 : ℝ) 1) :
    ‖virtualCrystal x c‖ = rmsCoupling x c ↔ ∀ j, c j = 0 ∨ x j = 0 ∨ x j = 1 := by
  have ht : ∀ j, 0 ≤ x j * (1 - x j) * ‖c j‖ ^ 2 := fun j =>
    mul_nonneg (mul_nonneg (hx j).1 (sub_nonneg.mpr (hx j).2)) (sq_nonneg _)
  -- equality means that the disorder term vanishes
  have hiff : ‖virtualCrystal x c‖ = rmsCoupling x c ↔
      ∑ j, x j * (1 - x j) * ‖c j‖ ^ 2 = 0 := by
    constructor
    · intro h
      have h0 : 0 ≤ mean x (fun s => ‖coupling c s‖ ^ 2) := by
        rw [mean_sq_coupling]
        exact add_nonneg (sq_nonneg _) (Finset.sum_nonneg fun j _ => ht j)
      have h2 : rmsCoupling x c ^ 2 = mean x (fun s => ‖coupling c s‖ ^ 2) := Real.sq_sqrt h0
      rw [← h, mean_sq_coupling] at h2
      linarith
    · intro h
      rw [rmsCoupling, mean_sq_coupling, h, add_zero, Real.sqrt_sq (norm_nonneg _)]
  rw [hiff, Finset.sum_eq_zero_iff_of_nonneg fun j _ => ht j]
  constructor
  · intro h j
    rcases mul_eq_zero.mp (h j (Finset.mem_univ j)) with h1 | h1
    · rcases mul_eq_zero.mp h1 with h2 | h2
      · exact Or.inr (Or.inl h2)
      · exact Or.inr (Or.inr (by linarith))
    · exact Or.inl (norm_eq_zero.mp ((pow_eq_zero_iff two_ne_zero).mp h1))
  · intro h j _
    rcases h j with h | h | h <;> simp [h]

end

end AlloyValleyCoupling
```

```lean
#print axioms AlloyValleyCoupling.weight_probability
-- 'AlloyValleyCoupling.weight_probability' depends on axioms: [propext, Classical.choice, Quot.sound]
#print axioms AlloyValleyCoupling.mean_sq_deviation
-- 'AlloyValleyCoupling.mean_sq_deviation' depends on axioms: [propext, Classical.choice, Quot.sound]
#print axioms AlloyValleyCoupling.virtualCrystal_le_rms
-- 'AlloyValleyCoupling.virtualCrystal_le_rms' depends on axioms: [propext, Classical.choice, Quot.sound]
#print axioms AlloyValleyCoupling.virtualCrystal_eq_rms_iff
-- 'AlloyValleyCoupling.virtualCrystal_eq_rms_iff' depends on axioms: [propext, Classical.choice, Quot.sound]
```
